# Bosonic bond operators form two commuting spin algebras without the one-boson constraint

Let $s, t_x, t_y, t_z$ be four bosonic annihilation operators with canonical commutation relations. For $\sigma=\pm1$ and $\hbar=1$, the operators

$$S^\sigma_a=\tfrac12\Big(\sigma\,(s^\dagger t_a+t_a^\dagger s)-i\sum_{b,c}\varepsilon_{abc}\,t_b^\dagger t_c\Big)$$

obey $[S^\sigma_x,S^\sigma_y]=iS^\sigma_z$ and its cyclic forms, and every component of $S^{+}$ commutes with every component of $S^{-}$. The boson number may take any value.

The physical setting is a bond of two spins one half. It has one singlet and three triplet states, and each is created from a vacuum by its own boson. A physical state contains exactly one boson, so $s^\dagger s+\sum_a t_a^\dagger t_a=1$. The spin commutation relations turn out not to need this constraint, but without it the two spins are not always spins one half.

## Four bosons and their commutation relations

The operators live in an arbitrary associative algebra $A$ with unit over $\mathbb C$.

```lean
import Mathlib

open Complex (I)

namespace BondOperators

noncomputable section

variable {A : Type*} [Ring A] [Algebra ℂ A]
```

Write $b_0=s$ and $b_1,b_2,b_3=t_x,t_y,t_z$. The relations are

$$[b_i,b_j]=0,\qquad [b_i^\dagger,b_j^\dagger]=0,\qquad [b_i,b_j^\dagger]=\delta_{ij}.$$

```lean
/-- Canonical commutation relations for bosonic annihilation operators `b i` and creation
operators `bd i`. -/
structure CCR {ι A : Type*} [DecidableEq ι] [Ring A] (b bd : ι → A) : Prop where
  ann : ∀ i j, b i * b j = b j * b i
  cre : ∀ i j, bd i * bd j = bd j * bd i
  mixed : ∀ i j, b i * bd j - bd j * b i = if i = j then 1 else 0
```

The family `bd` plays the part of $b^\dagger$. Its members are independent elements of $A$, and no adjoint is assumed, so Hermiticity of the spins is not part of the statements.

## Spin components built from singlet and triplet bosons

Components are numbered $a=0,1,2$ for $x,y,z$ and count modulo 3. An angular momentum triple satisfies $[J_a,J_{a+1}]=iJ_{a+2}$.

```lean
/-- The angular momentum relations `[J_x, J_y] = i J_z` and cyclic; indices count modulo 3. -/
def IsSpinTriple (J : Fin 3 → A) : Prop :=
  ∀ a, J a * J (a + 1) - J (a + 1) * J a = I • J (a + 2)
```

The first building block exchanges singlet and triplet, $K_a=s^\dagger t_a+t_a^\dagger s$. Component $a$ belongs to mode $a+1$, hence `a.succ` in the code.

```lean
/-- The operator `s† t_a + t_a† s`; mode `0` is the singlet boson `s` and modes `1, 2, 3` are
the triplet bosons `t_x, t_y, t_z`. -/
def mixing (b bd : Fin 4 → A) (a : Fin 3) : A := bd 0 * b a.succ + bd a.succ * b 0
```

The second acts among the triplets. Written out, the sum over $\varepsilon_{abc}$ has two terms, $R_a=t_{a+1}^\dagger t_{a+2}-t_{a+2}^\dagger t_{a+1}$.

```lean
/-- The operator `∑ ε_abc t_b† t_c`, written out with cyclic indices. -/
def curl (b bd : Fin 4 → A) (a : Fin 3) : A :=
  bd (a + 1).succ * b (a + 2).succ - bd (a + 2).succ * b (a + 1).succ
```

The spins are $S^\sigma_a=\tfrac12(\sigma K_a-iR_a)$. Here $\sigma$ is a number, not a Pauli matrix; the definition admits any complex value.

```lean
/-- The bond operator `(σ (s† t_a + t_a† s) - i ∑ ε_abc t_b† t_c) / 2`; the two spins of the
bond have `σ = 1` and `σ = -1`. -/
def bondSpin (σ : ℂ) (b bd : Fin 4 → A) (a : Fin 3) : A :=
  (1 / 2 : ℂ) • (σ • mixing b bd a - I • curl b bd a)
```

Two more operators are needed for the spin length: the boson number $N=\sum_i b_i^\dagger b_i$,

```lean
/-- The boson number `N = s† s + ∑ t_a† t_a`. -/
def number (b bd : Fin 4 → A) : A := bd 0 * b 0 + bd 1 * b 1 + bd 2 * b 2 + bd 3 * b 3
```

and the pair operator $P=ss-\sum_a t_at_a$. Applied to the creation operators, the same formula gives $P^\dagger$.

```lean
/-- The pair operator `c_0 c_0 - c_1 c_1 - c_2 c_2 - c_3 c_3` of four operators `c_i`. -/
def pair (c : Fin 4 → A) : A := c 0 * c 0 - c 1 * c 1 - c 2 * c 2 - c 3 * c 3
```

## A concrete realisation on polynomials

On polynomials in $X_0,\dots,X_3$, let $b_i^\dagger$ multiply by $X_i$ and let $b_i=\partial_i$. Multiplications commute. The product rule gives $\partial_i(X_jp)=\delta_{ij}p+X_j\partial_ip$. The commutator $[\partial_i,\partial_j]$ is a derivation that kills every variable, so it vanishes.

```lean
/-- Multiplication by the variables and partial differentiation, acting on polynomials in four
variables, satisfy the canonical commutation relations. -/
theorem ccr_witness :
    CCR (A := Module.End ℂ (MvPolynomial (Fin 4) ℂ))
      (fun i => (MvPolynomial.pderiv i).toLinearMap)
      (fun i => LinearMap.mulLeft ℂ (MvPolynomial.X i)) := by
  refine ⟨fun i j => LinearMap.ext fun p => ?_, fun i j => LinearMap.ext fun p => ?_,
    fun i j => LinearMap.ext fun p => ?_⟩
  · -- the commutator of two partial derivatives is a derivation that kills every variable
    have h : ⁅MvPolynomial.pderiv (R := ℂ) i, MvPolynomial.pderiv (R := ℂ) j⁆ = 0 := by
      apply MvPolynomial.derivation_ext
      intro k
      rw [Derivation.commutator_apply, MvPolynomial.pderiv_X, MvPolynomial.pderiv_X,
        Pi.single_apply, Pi.single_apply]
      split_ifs <;> simp
    have h' : ⁅MvPolynomial.pderiv (R := ℂ) i, MvPolynomial.pderiv (R := ℂ) j⁆ p = 0 := by
      rw [h]
      rfl
    rw [Derivation.commutator_apply] at h'
    exact sub_eq_zero.mp h'
  · exact mul_left_comm _ _ _
  · change MvPolynomial.pderiv i (MvPolynomial.X j * p)
      - MvPolynomial.X j * MvPolynomial.pderiv i p = _
    rw [Derivation.leibniz, MvPolynomial.pderiv_X]
    by_cases hij : i = j
    · subst hij
      simp
    · simp [hij, Ne.symm hij]
```

The relations therefore have a model on a nonzero space. The three bullets of the proof are these arguments in the order third, first, second; `derivation_ext` reduces the vanishing of $[\partial_i,\partial_j]$ to a check on the variables.

## Normal ordering and the commutators of $K$ and $R$

Substituting $b_jb_k^\dagger=b_k^\dagger b_j+\delta_{jk}$ in the middle of a product gives

$$b_i^\dagger b_j\,b_k^\dagger b_l=b_i^\dagger b_k^\dagger b_jb_l+\delta_{jk}\,b_i^\dagger b_l .$$

```lean
omit [Algebra ℂ A] in
/-- Normal ordering of a product of two boson hopping terms. -/
theorem normal_order {b bd : Fin 4 → A} (h : CCR b bd) (i j k l : Fin 4) :
    bd i * b j * (bd k * b l)
      = bd i * bd k * (b j * b l) + if j = k then bd i * b l else 0 := by
  have e : bd i * b j * (bd k * b l)
      = bd i * bd k * (b j * b l) + bd i * (b j * bd k - bd k * b j) * b l := by
    noncomm_ring
  rw [e, h.mixed]
  split_ifs <;> simp
```

Exchange the two factors and subtract. The quartic terms cancel, because creation operators commute among themselves and so do annihilation operators:

$$[b_i^\dagger b_j,b_k^\dagger b_l]=\delta_{jk}b_i^\dagger b_l-\delta_{il}b_k^\dagger b_j .$$

For the first components this yields

$$\begin{aligned}
[K_x,K_y]&=[s^\dagger t_x,t_y^\dagger s]+[t_x^\dagger s,s^\dagger t_y]=-t_y^\dagger t_x+t_x^\dagger t_y=R_z,\\
[R_x,R_y]&=[t_y^\dagger t_z,t_z^\dagger t_x]+[t_z^\dagger t_y,t_x^\dagger t_z]=t_y^\dagger t_x-t_x^\dagger t_y=-R_z,\\
[K_x,R_y]&=-[s^\dagger t_x,t_x^\dagger t_z]+[t_x^\dagger s,t_z^\dagger t_x]=-s^\dagger t_z-t_z^\dagger s=-K_z,\\
[R_x,K_y]&=[t_y^\dagger t_z,s^\dagger t_y]-[t_z^\dagger t_y,t_y^\dagger s]=-s^\dagger t_z-t_z^\dagger s=-K_z.
\end{aligned}$$

The omitted brackets vanish. Also $[K_x,R_x]=0$, since $K_x$ and $R_x$ share no mode. Cyclic permutation of the triplets gives the other components.

```lean
omit [Algebra ℂ A] in
/-- For bosons, the commutators of `K_a = s† t_a + t_a† s` and `R_a = ∑ ε_abc t_b† t_c` for
cyclically consecutive components, and `[K_a, R_a] = 0`. -/
theorem mixing_curl_comm {b bd : Fin 4 → A} (h : CCR b bd) (a : Fin 3) :
    mixing b bd a * mixing b bd (a + 1) - mixing b bd (a + 1) * mixing b bd a
        = curl b bd (a + 2) ∧
      curl b bd a * curl b bd (a + 1) - curl b bd (a + 1) * curl b bd a
        = -curl b bd (a + 2) ∧
      mixing b bd a * curl b bd (a + 1) - curl b bd (a + 1) * mixing b bd a
        = -mixing b bd (a + 2) ∧
      curl b bd a * mixing b bd (a + 1) - mixing b bd (a + 1) * curl b bd a
        = -mixing b bd (a + 2) ∧
      mixing b bd a * curl b bd a - curl b bd a * mixing b bd a = 0 := by
  have x0 : mixing b bd 0 = bd 0 * b 1 + bd 1 * b 0 := rfl
  have x1 : mixing b bd 1 = bd 0 * b 2 + bd 2 * b 0 := rfl
  have x2 : mixing b bd 2 = bd 0 * b 3 + bd 3 * b 0 := rfl
  have y0 : curl b bd 0 = bd 2 * b 3 - bd 3 * b 2 := rfl
  have y1 : curl b bd 1 = bd 3 * b 1 - bd 1 * b 3 := rfl
  have y2 : curl b bd 2 = bd 1 * b 2 - bd 2 * b 1 := rfl
  obtain rfl | rfl | rfl := (by decide : ∀ a : Fin 3, a = 0 ∨ a = 1 ∨ a = 2) a <;>
    refine ⟨?_, ?_, ?_, ?_, ?_⟩ <;>
    simp only [Fin.isValue, Fin.reduceAdd, x0, x1, x2, y0, y1, y2, mul_add, add_mul,
      mul_sub, sub_mul, normal_order h, Fin.reduceEq, reduceIte,
      h.ann 1 0, h.ann 2 0, h.ann 3 0, h.ann 2 1, h.ann 3 1, h.ann 3 2,
      h.cre 1 0, h.cre 2 0, h.cre 3 0, h.cre 2 1, h.cre 3 1, h.cre 3 2] <;>
    abel
```

Lean treats the three values of $a$ separately. It expands the products, normal orders them, sorts commuting factors with `h.ann` and `h.cre`, and lets `abel` cancel the terms.

## Two commuting spins

For any complex $\sigma$ and $\tau$, bilinearity now gives

$$\begin{aligned}
[S^\sigma_a,S^\tau_{a+1}]&=\tfrac14\big(\sigma\tau[K_a,K_{a+1}]-i\sigma[K_a,R_{a+1}]-i\tau[R_a,K_{a+1}]-[R_a,R_{a+1}]\big)\\
&=\tfrac14\big((1+\sigma\tau)R_{a+2}+i(\sigma+\tau)K_{a+2}\big).
\end{aligned}$$

```lean
/-- For bosons, the commutator of consecutive components of bond operators with any two
coefficients `σ` and `τ`. -/
theorem bondSpin_comm {b bd : Fin 4 → A} (h : CCR b bd) (σ τ : ℂ) (a : Fin 3) :
    bondSpin σ b bd a * bondSpin τ b bd (a + 1) - bondSpin τ b bd (a + 1) * bondSpin σ b bd a
      = (1 / 4 : ℂ) • ((1 + σ * τ) • curl b bd (a + 2)
        + (I * (σ + τ)) • mixing b bd (a + 2)) := by
  obtain ⟨xx, yy, xy, yx, -⟩ := mixing_curl_comm h a
  have i2 : (I * I) • curl b bd (a + 2) = -curl b bd (a + 2) := by
    rw [Complex.I_mul_I, neg_smul, one_smul]
  simp only [bondSpin, sub_mul, mul_sub, smul_mul_assoc, mul_smul_comm]
  linear_combination (norm := module) (σ * τ / 4) • xx + (I * I / 4) • yy
    - (σ * I / 4) • xy - (I * τ / 4) • yx - (1 / 4 : ℂ) • i2
```

The `linear_combination` line adds the four commutators with these coefficients; `i2` supplies $i^2=-1$.

If $\tau=\sigma$ and $\sigma^2=1$, the right side is $\tfrac12(R_{a+2}+i\sigma K_{a+2})=iS^\sigma_{a+2}$. If $\sigma=1$ and $\tau=-1$, both coefficients vanish. Equal components of the two spins remain, and for them $[S^+_a,S^-_a]=-\tfrac i2[K_a,R_a]=0$.

```lean
/-- For bosons `s, t_x, t_y, t_z` with canonical commutation relations, the bond operators with
`σ = 1` and with `σ = -1` are two mutually commuting angular momentum triples. -/
theorem bondSpin_two_spins {b bd : Fin 4 → A} (h : CCR b bd) :
    IsSpinTriple (bondSpin 1 b bd) ∧ IsSpinTriple (bondSpin (-1) b bd) ∧
      ∀ a c, bondSpin 1 b bd a * bondSpin (-1) b bd c
        = bondSpin (-1) b bd c * bondSpin 1 b bd a := by
  have key : ∀ σ : ℂ, σ * σ = 1 → IsSpinTriple (bondSpin σ b bd) := by
    intro σ hσ a
    have i2 : (I * I) • curl b bd (a + 2) = -curl b bd (a + 2) := by
      rw [Complex.I_mul_I, neg_smul, one_smul]
    rw [bondSpin_comm h, hσ]
    simp only [bondSpin]
    linear_combination (norm := module) (1 / 2 : ℂ) • i2
  refine ⟨key 1 (by norm_num), key (-1) (by norm_num), fun a c => ?_⟩
  -- two components are equal or cyclic neighbours in one of the two orders
  obtain rfl | rfl | rfl :=
    (by decide : ∀ a c : Fin 3, c = a ∨ c = a + 1 ∨ a = c + 1) a c
  · obtain ⟨-, -, -, -, same⟩ := mixing_curl_comm h c
    simp only [bondSpin, sub_mul, mul_sub, smul_mul_assoc, mul_smul_comm]
    linear_combination (norm := module) (-I / 2) • same
  · exact sub_eq_zero.mp (by rw [bondSpin_comm h]; simp)
  · exact (sub_eq_zero.mp (by rw [bondSpin_comm h]; simp)).symm
```

The theorem `bondSpin_two_spins` has one hypothesis, the commutation relations `CCR b bd`. Its conclusion is the angular momentum algebra for $\sigma=1$, the same for $\sigma=-1$, and commutation for all nine pairs of components. The proof sorts these pairs into equal components and cyclic neighbours in either order.

In bond-operator treatments of dimerised magnets the constraint is often imposed only on average. For a single bond, the theorem says that the spin algebra survives this as long as $s$ is kept as a boson operator.

## The spin length from the boson number and the pair operator

For $\sigma^2=1$,

$$\sum_a(S^\sigma_a)^2=\tfrac14\sum_a\big(K_a^2-R_a^2\big)-\tfrac{i\sigma}4\sum_a\big(K_aR_a+R_aK_a\big).$$

Let $n_s=s^\dagger s$ and $n_t=\sum_at_a^\dagger t_a$, and write $t\cdot t=\sum_at_at_a$, with $t^\dagger\cdot t^\dagger$ likewise. Normal ordering gives

$$\begin{aligned}
\sum_aK_a^2&=s^\dagger s^\dagger\,(t\cdot t)+(t^\dagger\cdot t^\dagger)\,ss+2n_sn_t+3n_s+n_t,\\
-\sum_aR_a^2&=n_t(n_t+1)-(t^\dagger\cdot t^\dagger)(t\cdot t).
\end{aligned}$$

Add the two lines and use $s^\dagger s^\dagger ss=n_s^2-n_s$. The terms with four operators that are not products of numbers combine into $s^\dagger s^\dagger ss-P^\dagger P$, and the total is

$$(n_s+n_t)^2+2(n_s+n_t)-P^\dagger P=N(N+2)-P^\dagger P .$$

In the cross terms, $K_aR_a=R_aK_a$, and

$$\sum_aK_aR_a=\sum_{a,b,c}\varepsilon_{abc}\big(s^\dagger t_b^\dagger t_at_c+t_a^\dagger t_b^\dagger t_cs\big)=0,$$

because the first term is symmetric in $a,c$ and the second in $a,b$. Hence $\sum_a(S_a^\sigma)^2=\tfrac14\big(N(N+2)-P^\dagger P\big)$ for both spins.

```lean
/-- For bosons and `σ² = 1`, the squared bond spin is `(N (N + 2) - P† P) / 4`, where `P` and `P†`
are the pair operators of the annihilation and of the creation operators. -/
theorem bondSpin_sq {b bd : Fin 4 → A} (h : CCR b bd) {σ : ℂ} (hσ : σ * σ = 1) :
    ∑ a, bondSpin σ b bd a * bondSpin σ b bd a
      = (1 / 4 : ℂ) • (number b bd * (number b bd + 2) - pair bd * pair b) := by
  have x0 : mixing b bd 0 = bd 0 * b 1 + bd 1 * b 0 := rfl
  have x1 : mixing b bd 1 = bd 0 * b 2 + bd 2 * b 0 := rfl
  have x2 : mixing b bd 2 = bd 0 * b 3 + bd 3 * b 0 := rfl
  have y0 : curl b bd 0 = bd 2 * b 3 - bd 3 * b 2 := rfl
  have y1 : curl b bd 1 = bd 3 * b 1 - bd 1 * b 3 := rfl
  have y2 : curl b bd 2 = bd 1 * b 2 - bd 2 * b 1 := rfl
  -- normal ordering of the squares and of the cross terms
  have hq : ∑ a, (mixing b bd a * mixing b bd a - curl b bd a * curl b bd a)
        = number b bd * (number b bd + 2) - pair bd * pair b ∧
      ∑ a, (mixing b bd a * curl b bd a + curl b bd a * mixing b bd a) = 0 := by
    constructor <;>
    simp only [Fin.sum_univ_three, x0, x1, x2, y0, y1, y2, number, pair, mul_add, add_mul,
      mul_sub, sub_mul, mul_two, normal_order h, Fin.isValue, Fin.reduceEq, reduceIte,
      h.ann 1 0, h.ann 2 0, h.ann 3 0, h.ann 2 1, h.ann 3 1, h.ann 3 2,
      h.cre 1 0, h.cre 2 0, h.cre 3 0, h.cre 2 1, h.cre 3 1, h.cre 3 2] <;>
    abel
  have sq : ∀ K R : A, ((1 / 2 : ℂ) • (σ • K - I • R)) * ((1 / 2 : ℂ) • (σ • K - I • R))
      = (1 / 4 : ℂ) • (K * K - R * R) - (σ * I / 4) • (K * R + R * K) := by
    intro K R
    have h1 : (σ * σ) • (K * K) = K * K := by rw [hσ, one_smul]
    have h2 : (I * I) • (R * R) = -(R * R) := by rw [Complex.I_mul_I, neg_smul, one_smul]
    simp only [sub_mul, mul_sub, smul_mul_assoc, mul_smul_comm]
    linear_combination (norm := module) (1 / 4 : ℂ) • h1 + (1 / 4 : ℂ) • h2
  simp only [bondSpin, sq]
  rw [Finset.sum_sub_distrib, ← Finset.smul_sum, ← Finset.smul_sum, hq.1, hq.2, smul_zero,
    sub_zero]
```

In the proof, `hq` contains the two normal-ordered sums and `sq` expands one square.

Now impose the constraint. If $Nv=v$ and every product of two annihilation operators kills $v$, then $Pv=0$ and

$$\sum_a(S^\sigma_a)^2v=\tfrac14\cdot1\cdot3\,v=\tfrac34v,$$

which is $S(S+1)$ for $S=\tfrac12$.

```lean
/-- On a state with boson number one that is annihilated by every product of two annihilation
operators, each bond spin (`σ² = 1`) has square `3/4`. -/
theorem bondSpin_sq_one_boson {V : Type*} [AddCommGroup V] [Module ℂ V] [Module A V]
    [IsScalarTower ℂ A V] {b bd : Fin 4 → A} (h : CCR b bd) {σ : ℂ} (hσ : σ * σ = 1) {v : V}
    (hN : number b bd • v = v) (hP : ∀ i j, (b i * b j) • v = 0) :
    (∑ a, bondSpin σ b bd a * bondSpin σ b bd a) • v = (3 / 4 : ℂ) • v := by
  have hp : pair b • v = 0 := by simp only [pair, sub_smul, hP, sub_zero]
  have h2 : (2 : A) • v = v + v := by rw [← one_add_one_eq_two, add_smul, one_smul]
  rw [bondSpin_sq h hσ, smul_assoc, sub_smul, mul_smul, mul_smul, hp, smul_zero, add_smul, hN,
    h2, smul_add, smul_add, hN]
  module

end

end BondOperators
```

```lean
#print axioms BondOperators.bondSpin_two_spins
-- 'BondOperators.bondSpin_two_spins' depends on axioms: [propext, Classical.choice, Quot.sound]
#print axioms BondOperators.bondSpin_sq_one_boson
-- 'BondOperators.bondSpin_sq_one_boson' depends on axioms: [propext, Classical.choice, Quot.sound]
```

The state $v$ belongs to any complex vector space `V` on which $A$ acts compatibly with the scalars. In ordinary Fock space the second condition, `hP`, follows from $N=1$; in this abstract setting it is assumed. Identifying the one-boson states with the singlet and triplet of two actual spins is the physical step that the hypotheses do not contain.

## One boson and two bosons in numbers

Let $|0\rangle$ be the normalised vacuum, and take $v=(s^\dagger+t_z^\dagger)|0\rangle/\sqrt2$. The operator $K_z$ exchanges $s^\dagger|0\rangle$ and $t_z^\dagger|0\rangle$, while $R_z$ kills both. So $S^\sigma_zv=\tfrac\sigma2v$: one spin is up and the other is down.

With two bosons, $N(N+2)=8$. The state $s^\dagger t_z^\dagger|0\rangle$ is killed by $P$, so both spins have square $8/4=2$, which is spin one. For $w=P^\dagger|0\rangle/\sqrt8$, the four modes contribute $2$ each to $PP^\dagger|0\rangle=8|0\rangle$. Then $P^\dagger Pw=8w$, and both spins have square $(8-8)/4=0$. The commutation relations are the same in all three states, but the spin length is not.
